# The number of spin-S multiplets of N spins 1/2 is a difference of binomial coefficients

When a configuration-interaction calculation is set up in spin-adapted functions, each spatial configuration with N singly occupied orbitals, all others being doubly occupied or empty, contributes as many of them, at fixed S and M, as there are multiplets of total spin S among N spins 1/2. With k = N/2 − S this number is C(N,k) − C(N,k−1), where the second term is absent for k = 0, and for singlets it is a Catalan number.

```lean
import Mathlib

open Finset

namespace SpinHalfDimensionCounting

/-- The number of multiplets with twice the total spin equal to the second argument, obtained
by coupling the given number of spins 1/2 one after another. -/
def couplings : ℕ → ℕ → ℕ
  | 0, 0 => 1
  | 0, _ + 1 => 0
  | N + 1, 0 => couplings N 1
  | N + 1, s + 1 => couplings N s + couplings N (s + 2)

/-- The integer `d(N,k) = C(N,k) - C(N,k-1)`, with `d(N,0) = 1`. -/
def spinMult (N : ℕ) : ℕ → ℤ
  | 0 => 1
  | k + 1 => (N.choose (k + 1) : ℤ) - (N.choose k : ℤ)

/-- Branching rule: `d(N+1,k+1) = d(N,k+1) + d(N,k)`. -/
theorem spinMult_branching (N k : ℕ) :
    spinMult (N + 1) (k + 1) = spinMult N (k + 1) + spinMult N k := by
  cases k with
  | zero =>
    show ((N + 1).choose 1 : ℤ) - ((N + 1).choose 0 : ℤ)
      = (N.choose 1 : ℤ) - (N.choose 0 : ℤ) + 1
    simp only [Nat.choose_one_right, Nat.choose_zero_right]
    push_cast
    ring
  | succ k =>
    -- Pascal's rule for both binomial coefficients
    simp only [spinMult, Nat.choose_succ_succ']
    push_cast
    ring

/-- Product formula: `(N+1) d(N,k) = (N-2k+1) C(N+1,k)`, as an identity of integers. -/
theorem spinMult_product (N k : ℕ) :
    ((N : ℤ) + 1) * spinMult N k = ((N : ℤ) - 2 * k + 1) * ((N + 1).choose k : ℤ) := by
  cases k with
  | zero => simp [spinMult]
  | succ k =>
    -- absorption identity (N+1) C(N,k) = (k+1) C(N+1,k+1)
    have h : ((N : ℤ) + 1) * (N.choose k : ℤ)
        = ((N + 1).choose (k + 1) : ℤ) * ((k : ℤ) + 1) := by
      exact_mod_cast Nat.add_one_mul_choose_eq N k
    rw [Nat.choose_succ_succ'] at h ⊢
    simp only [spinMult]
    push_cast at h ⊢
    linear_combination (-2) * h

/-- Coupling `N` spins 1/2 gives no multiplet of total spin larger than `N/2`. -/
theorem couplings_eq_zero (N : ℕ) : ∀ s, N < s → couplings N s = 0 := by
  induction N with
  | zero =>
    intro s hs
    cases s with
    | zero => omega
    | succ s => rfl
  | succ N ih =>
    intro s hs
    cases s with
    | zero => omega
    | succ s =>
      rw [couplings, ih s (by omega), ih (s + 2) (by omega)]

/-- The number of multiplets of total spin `s/2 = N/2 - k` among `N` coupled spins 1/2
is `d(N,k)`. -/
theorem couplings_eq_spinMult (N : ℕ) :
    ∀ s k, s + 2 * k = N → (couplings N s : ℤ) = spinMult N k := by
  induction N with
  | zero =>
    intro s k h
    obtain rfl : s = 0 := by omega
    obtain rfl : k = 0 := by omega
    simp [couplings, spinMult]
  | succ N ih =>
    intro s k h
    cases s with
    | zero =>
      cases k with
      | zero => omega
      | succ k =>
        -- a singlet arises only from total spin 1/2
        obtain rfl : N = 2 * k + 1 := by omega
        have h0 : spinMult (2 * k + 1) (k + 1) = 0 := by
          simp only [spinMult]
          rw [Nat.choose_symm_half, sub_self]
        rw [couplings, spinMult_branching, h0, zero_add]
        exact ih 1 k (by omega)
    | succ s =>
      rw [couplings]
      push_cast
      cases k with
      | zero =>
        -- maximal total spin: only one way to reach it
        rw [couplings_eq_zero N (s + 2) (by omega), ih s 0 (by omega)]
        simp [spinMult]
      | succ k =>
        rw [spinMult_branching, ih s (k + 1) (by omega), ih (s + 2) k (by omega)]

/-- With `N = s + 2k` spins 1/2, the number of multiplets of total spin `s/2`, times `N+1`,
equals the multiplet dimension `s+1` times `C(N+1,k)`. -/
theorem couplings_product (s k : ℕ) :
    (s + 2 * k + 1) * couplings (s + 2 * k) s
      = (s + 1) * (s + 2 * k + 1).choose k := by
  have h := spinMult_product (s + 2 * k) k
  rw [← couplings_eq_spinMult (s + 2 * k) s k rfl] at h
  have h' : ((s : ℤ) + 2 * k + 1) * (couplings (s + 2 * k) s : ℤ)
      = ((s : ℤ) + 1) * ((s + 2 * k + 1).choose k : ℤ) := by
    push_cast at h
    linear_combination h
  exact_mod_cast h'

/-- The integer `d(2n,n)` is the `n`-th Catalan number. -/
theorem spinMult_catalan (n : ℕ) : spinMult (2 * n) n = (catalan n : ℤ) := by
  have h1 := spinMult_product (2 * n) n
  have h2 : (2 * (n : ℤ) + 1) * ((2 * n).choose n : ℤ)
      = ((2 * n + 1).choose n : ℤ) * ((n : ℤ) + 1) := by
    have h := Nat.add_one_mul_choose_eq (2 * n) n
    rw [Nat.choose_symm_half] at h
    exact_mod_cast h
  have h3 : ((n : ℤ) + 1) * (catalan n : ℤ) = ((2 * n).choose n : ℤ) := by
    have h := succ_mul_catalan_eq_centralBinom n
    rw [Nat.centralBinom_eq_two_mul_choose] at h
    exact_mod_cast h
  have hne : (2 * (n : ℤ) + 1) * ((n : ℤ) + 1) ≠ 0 := by positivity
  -- cancel the common positive factor (2n+1)(n+1)
  apply mul_left_cancel₀ hne
  push_cast at h1
  linear_combination ((n : ℤ) + 1) * h1 - h2 - (2 * (n : ℤ) + 1) * h3

/-- The number of singlets obtained by coupling `2n` spins 1/2 is the `n`-th Catalan number. -/
theorem singlets_eq_catalan (n : ℕ) : couplings (2 * n) 0 = catalan n := by
  have h := couplings_eq_spinMult (2 * n) 0 n (by omega)
  rw [spinMult_catalan] at h
  exact_mod_cast h

/-- The dimensions `s+1` of all multiplets of `N` coupled spins 1/2, counted with their
multiplicities, add up to `2^N`. -/
theorem total_dimension (N : ℕ) :
    ∑ s ∈ range (N + 1), (s + 1) * couplings N s = 2 ^ N := by
  induction N with
  | zero => simp [couplings]
  | succ N ih =>
    -- shift the label of the multiplets whose spin is lowered by the coupling
    have h1 : ∑ s ∈ range (N + 3), s * couplings N s
        = ∑ s ∈ range (N + 1), (s + 2) * couplings N (s + 2) + couplings N 1 := by
      rw [sum_range_succ', sum_range_succ']
      simp [add_assoc]
    have h2 : ∑ s ∈ range (N + 3), s * couplings N s
        = ∑ s ∈ range (N + 1), s * couplings N s := by
      rw [sum_range_succ, sum_range_succ, couplings_eq_zero N (N + 1) (by omega),
        couplings_eq_zero N (N + 2) (by omega)]
      simp
    have h3 : ∑ s ∈ range (N + 1), (s + 1 + 1) * couplings (N + 1) (s + 1)
        = ∑ s ∈ range (N + 1), (s + 2) * couplings N s
          + ∑ s ∈ range (N + 1), (s + 2) * couplings N (s + 2) := by
      rw [← sum_add_distrib]
      refine sum_congr rfl fun s _ => ?_
      rw [couplings]
      ring
    -- termwise (s + 2) + s = 2 (s + 1); for s = 0 the second term is zero
    have h4 : ∑ s ∈ range (N + 1), (s + 2) * couplings N s
          + ∑ s ∈ range (N + 1), s * couplings N s
        = 2 * ∑ s ∈ range (N + 1), (s + 1) * couplings N s := by
      rw [← sum_add_distrib, mul_sum]
      refine sum_congr rfl fun s _ => ?_
      ring
    have h5 : couplings (N + 1) 0 = couplings N 1 := by rw [couplings]
    rw [sum_range_succ', h3, h5, pow_succ, ← ih]
    linarith

end SpinHalfDimensionCounting
```

```lean
#print axioms SpinHalfDimensionCounting.couplings_eq_spinMult
#print axioms SpinHalfDimensionCounting.couplings_product
#print axioms SpinHalfDimensionCounting.singlets_eq_catalan
#print axioms SpinHalfDimensionCounting.total_dimension
```

```
'SpinHalfDimensionCounting.couplings_eq_spinMult' depends on axioms: [propext, Classical.choice, Quot.sound]
'SpinHalfDimensionCounting.couplings_product' depends on axioms: [propext, Classical.choice, Quot.sound]
'SpinHalfDimensionCounting.singlets_eq_catalan' depends on axioms: [propext, Classical.choice, Quot.sound]
'SpinHalfDimensionCounting.total_dimension' depends on axioms: [propext, Classical.choice, Quot.sound]
```

## Two counts and the relation between them

The file defines two functions. The first, `couplings N s`, written c(N,s) below, is the number of multiplets with 2S = s that appear when N spins 1/2 are coupled one after another. It is a natural number, defined by recursion:

c(0,0) = 1, and c(0,s+1) = 0

c(N+1,0) = c(N,1)

c(N+1,s+1) = c(N,s) + c(N,s+2)

The second, `spinMult N k`, written d(N,k), is an integer given by binomial coefficients:

d(N,0) = 1

d(N,k+1) = C(N,k+1) − C(N,k)

Two theorems concern d alone and hold for all natural numbers N and k. `spinMult_branching` is the branching rule

d(N+1,k+1) = d(N,k+1) + d(N,k),

and `spinMult_product` is the product formula

(N+1) d(N,k) = (N − 2k + 1) C(N+1,k).

The link between the two functions is `couplings_eq_spinMult`: whenever s + 2k = N, c(N,s) = d(N,k). Through this link `couplings_product` carries the product formula over to the multiplet count, as an identity of natural numbers. For N = 2n and k = n, `spinMult_catalan` and `singlets_eq_catalan` identify d(2n,n) and c(2n,0) with the n-th Catalan number. Finally, `total_dimension` states that the sum of (s+1) c(N,s) over s = 0, …, N is 2^N.

## The physics carried by the integers

The label s is twice the total spin, so half-integer spins need no fractions, and s + 1 = 2S + 1 is the dimension of a multiplet. The label k is N/2 − S, the amount by which the total spin falls short of its maximum. The condition s + 2k = N is this same relation without division.

The recursion for c is the Clebsch–Gordan rule for adding one spin 1/2. A multiplet of spin S > 0 in the enlarged system comes from spin S − 1/2 or from spin S + 1/2, once from each. A singlet comes only from spin 1/2. The starting value c(0,0) = 1 treats the empty system as one singlet, and adding the first spin then gives one doublet.

This rule enters as a definition. The file contains no Hilbert space, spin operators or Clebsch–Gordan coefficients, so the decomposition of a product of two spins into multiplets is assumed and not derived. The theorems count multiplets; they do not construct their states.

The binomial difference also has a direct reading in terms of states. There are C(N,k) product states with k spins down, and they have M = N/2 − k. For M ≥ 0, each multiplet with S ≥ M contributes one state at this M. Subtracting the number of states at M + 1 leaves the multiplets with S = M. The file reaches the same number by following the coupling recursion.

Six spins 1/2 show the pattern. There are 5 singlets, 9 triplets, 5 quintets and 1 septet, and their dimensions add up to

5·1 + 9·3 + 5·5 + 1·7 = 64 = 2^6.

In electronic structure these are the numbers of configuration state functions, at fixed M, for a single spatial configuration with six singly occupied orbitals; the count concerns spin alone and says nothing about spatial symmetry or energies.

## Branching from Pascal's rule

For k ≥ 1, Pascal's rule gives

C(N+1,k+1) = C(N,k+1) + C(N,k)

C(N+1,k) = C(N,k) + C(N,k−1).

Subtracting the second line from the first and grouping the terms yields

d(N+1,k+1) = [C(N,k+1) − C(N,k)] + [C(N,k) − C(N,k−1)] = d(N,k+1) + d(N,k).

For k = 0 the last bracket is replaced by the separate value d(N,0) = 1. The left side is then (N+1) − 1 = N, and the right side is (N − 1) + 1 = N. The two branches of `cases k` in `spinMult_branching` are these two calculations: `Nat.choose_succ_succ'` is Pascal's rule, and `ring` does the grouping.

It matters here that d takes integer values. In Lean's natural numbers, subtraction stops at zero. A single formula C(N,k) − C(N,k−1) written there would give 0 at k = 0, because k − 1 would again be 0 and the two terms would cancel. The branching rule would fail as well: d(3,2) = 0 is the sum of d(2,2) = −1 and d(2,1) = 1, but truncation would turn the −1 into 0. Negative values of d belong to k beyond the physical range and count no multiplets. They let the branching rule hold for all k, although the identification with the multiplet count below applies the rule only where no negative value occurs.

## The product formula from absorption

For k = 0 both sides of the product formula equal N + 1. For the value k + 1, write A = C(N,k) and B = C(N,k+1), so that A + B = C(N+1,k+1). The absorption identity reads

(N+1) A = (k+1)(A + B).

Therefore

(N+1)(B − A) = (N+1)(A + B) − 2(N+1) A

= (N+1)(A + B) − 2(k+1)(A + B)

= (N − 2(k+1) + 1)(A + B),

which is the claim. In `spinMult_product` the absorption identity is the hypothesis `h`, taken from `Nat.add_one_mul_choose_eq`. The final line `linear_combination (-2) * h` makes the same replacement of 2(N+1)A as the calculation above.

## Following the coupling recursion

The identification c(N,s) = d(N,k) is proved by induction on N. For N = 0 the condition s + 2k = 0 forces s = k = 0, and both counts are 1. For N + 1 spins there are three cases.

**Intermediate spin.** Let the labels be s + 1 and k + 1, with (s+1) + 2(k+1) = N + 1. The two parent multiplets have labels (s, k+1) and (s+2, k), and both pairs satisfy the condition for N spins. Hence

c(N+1,s+1) = c(N,s) + c(N,s+2) = d(N,k+1) + d(N,k) = d(N+1,k+1).

**Maximal spin.** Let the labels be s + 1 and 0, so s = N. Then

c(N+1,N+1) = c(N,N) + c(N,N+2) = 1 + 0 = 1 = d(N+1,0).

The zero comes from `couplings_eq_zero`, which says that c(N,s) = 0 for s > N. It has its own induction: if s + 1 > N + 1, then both s and s + 2 exceed N, so both parent counts vanish.

**Singlets.** Let the labels be 0 and k + 1, so N = 2k + 1. The coupling rule has one parent, c(N+1,0) = c(N,1) = d(2k+1,k), whereas the branching rule has two terms:

d(2k+2,k+1) = d(2k+1,k+1) + d(2k+1,k).

The additional term vanishes by the symmetry of the binomial coefficients:

d(2k+1,k+1) = C(2k+1,k+1) − C(2k+1,k) = 0.

In Lean this is the local fact `h0`, obtained with `Nat.choose_symm_half`.

The device that makes this induction work is the form of its statement, `∀ s k, s + 2 * k = N → (couplings N s : ℤ) = spinMult N k`. The labels s and k are quantified after N, so the induction hypothesis `ih` is available for every admissible pair. This is needed because the coupling step changes the spin label: the proof calls `ih` at (s, k+1) and at (s+2, k). With s fixed before the induction, the hypothesis would speak about one spin only, and neither parent would be covered. Stating the relation as an equation also avoids solving for k by subtraction and division, and `omega` can check each new pair by linear arithmetic.

For N = s + 2k, the factor N − 2k + 1 in the product formula is s + 1. This gives `couplings_product`:

(N+1) c(N,s) = (s+1) C(N+1,k).

In spin notation, the number of multiplets is (2S+1)/(N+1) times C(N+1, N/2 − S). The proof rewrites the integer formula using the identification, and `exact_mod_cast` returns it to natural numbers.

## Singlets and the Catalan numbers

Let Cat(n) denote the n-th Catalan number. At N = 2n and k = n the product formula becomes

(2n+1) d(2n,n) = C(2n+1,n).

Absorption, together with C(2n+1,n+1) = C(2n+1,n), gives

(2n+1) C(2n,n) = (n+1) C(2n+1,n).

The Catalan number satisfies (n+1) Cat(n) = C(2n,n). Combining the three relations,

(n+1)(2n+1) d(2n,n) = (n+1) C(2n+1,n) = (2n+1) C(2n,n) = (2n+1)(n+1) Cat(n).

The common factor is positive and cancels. In `spinMult_catalan` the three relations are `h1`, `h2` and `h3`, and `mul_left_cancel₀` performs the cancellation. The theorem `singlets_eq_catalan` then applies the identification with s = 0 and k = n. It includes n = 0, where the empty system has one singlet.

## All dimensions add up to 2^N

Let T(N) be the sum of (s+1) c(N,s) over s = 0, …, N. For N = 0 it is 1. For N + 1 spins, separate the singlet term and apply the coupling rule to the others, with all sums running over s = 0, …, N:

T(N+1) = c(N,1) + Σ (s+2) c(N,s) + Σ (s+2) c(N,s+2).

The first and last terms together are Σ s c(N,s), with the label shifted by two. The shift introduces only the extra labels N + 1 and N + 2, where c(N,s) is zero. Thus

T(N+1) = Σ (s+2) c(N,s) + Σ s c(N,s) = 2 Σ (s+1) c(N,s) = 2 T(N),

and T(N) = 2^N follows. Physically, a multiplet of dimension s + 1 becomes one of dimension s + 2 and, for s > 0, one of dimension s, which together have twice the original dimension.

In `total_dimension`, `h1` and `h2` carry out the shift and remove the vanishing terms, `h3` applies the coupling rule under the sum, and `h4` is the doubling. The sum runs over every s up to N, including values whose parity differs from that of N; the recursion assigns these the count zero, so they add nothing.
